# Two-point cubic extrapolation cancels the $L^{-3}$ error of an inverse-quartic partial-wave series

Let each angular momentum $l=0,1,2,\dots$ contribute $-A(l+\tfrac12)^{-4}$ to a model second-order energy, with $A$ a real amplitude; let $E(L)$ be the sum over $l\le L$, $E_\infty$ the sum over all $l$, and $T(L)=\sum_{l>L}(l+\tfrac12)^{-4}$ the tail. The energy extrapolated from the cutoffs $L$ and $2L$ is $X(L)=\bigl(8E(2L)-E(L)\bigr)/7$.

```lean
import Mathlib

open Filter Topology Finset

namespace PartialWaveExtrapolation

noncomputable section

/-- Magnitude `(l + 1/2)⁻⁴` of the model second-order energy of the partial wave `l`. -/
def partialWave (l : ℕ) : ℝ := 1 / ((l : ℝ) + 1 / 2) ^ 4

/-- The tail `T(L)`: the sum of `(l + 1/2)⁻⁴` over all `l > L`, written with `l = k + (L + 1)`. -/
def missingEnergy (L : ℕ) : ℝ := ∑' k : ℕ, partialWave (k + (L + 1))

/-- Second-order energy with amplitude `A` from the partial waves `l ≤ L`. -/
def truncatedEnergy (A : ℝ) (L : ℕ) : ℝ := -A * ∑ l ∈ range (L + 1), partialWave l

/-- Second-order energy with amplitude `A` from all partial waves. -/
def completeEnergy (A : ℝ) : ℝ := -A * ∑' l : ℕ, partialWave l

/-- Two-point cubic extrapolation from a small-basis energy `E₁` and a large-basis energy `E₂`,
for a basis parameter that doubles. -/
def cubicExtrapolation (E₁ E₂ : ℝ) : ℝ := (8 * E₂ - E₁) / 7

/-- For `y ≥ 1`, the midpoint value `(y + 1/2)⁻⁴` lies between the differences over `[y, y + 1]`
of two explicit functions. -/
theorem wave_bracket {y : ℝ} (hy : 1 ≤ y) :
    2 / (3 * (y * (2 * y ^ 2 + 1))) - 2 / (3 * ((y + 1) * (2 * (y + 1) ^ 2 + 1)))
        ≤ 1 / (y + 1 / 2) ^ 4 ∧
      1 / (y + 1 / 2) ^ 4 ≤ 1 / (3 * y ^ 3) - 1 / (3 * (y + 1) ^ 3) := by
  have hy0 : 0 < y := by linarith
  have hu : 9 / 4 ≤ (y + 1 / 2) ^ 2 := by nlinarith
  constructor
  · rw [div_sub_div _ _ (by positivity) (by positivity),
      div_le_div_iff₀ (by positivity) (by positivity)]
    nlinarith [hu]
  · rw [div_sub_div _ _ (by positivity) (by positivity),
      div_le_div_iff₀ (by positivity) (by positivity)]
    nlinarith [sq_nonneg ((y + 1 / 2) ^ 2 - 9 / 80)]

/-- The sum of the `n` partial waves following `L` is bounded on both sides by telescoped
differences. -/
theorem partial_sum_bracket (L n : ℕ) :
    2 / (3 * (((L : ℝ) + 1) * (2 * ((L : ℝ) + 1) ^ 2 + 1)))
        - 2 / (3 * (((L : ℝ) + 1 + n) * (2 * ((L : ℝ) + 1 + n) ^ 2 + 1)))
        ≤ ∑ k ∈ range n, partialWave (k + (L + 1)) ∧
      ∑ k ∈ range n, partialWave (k + (L + 1))
        ≤ 1 / (3 * ((L : ℝ) + 1) ^ 3) - 1 / (3 * ((L : ℝ) + 1 + n) ^ 3) := by
  induction n with
  | zero => simp
  | succ n ih =>
    have hy : (1 : ℝ) ≤ (L : ℝ) + 1 + n := by
      have h1 : (0 : ℝ) ≤ L := Nat.cast_nonneg L
      have h2 : (0 : ℝ) ≤ n := Nat.cast_nonneg n
      linarith
    have hw : partialWave (n + (L + 1)) = 1 / (((L : ℝ) + 1 + n) + 1 / 2) ^ 4 := by
      unfold partialWave
      rw [show ((n + (L + 1) : ℕ) : ℝ) = (L : ℝ) + 1 + n by push_cast; ring]
    have hb := wave_bracket hy
    rw [sum_range_succ, hw,
      show (L : ℝ) + 1 + ((n + 1 : ℕ) : ℝ) = ((L : ℝ) + 1 + n) + 1 by push_cast; ring]
    constructor
    · linarith [ih.1, hb.1]
    · linarith [ih.2, hb.2]

/-- The partial-wave series converges. -/
theorem summable_partialWave : Summable partialWave := by
  have h : Summable (fun k : ℕ => partialWave (k + (0 + 1))) :=
    summable_of_sum_range_le (c := 1 / (3 * (((0 : ℕ) : ℝ) + 1) ^ 3))
      (fun k => by unfold partialWave; positivity)
      (fun n => (partial_sum_bracket 0 n).2.trans (sub_le_self _ (by positivity)))
  exact (summable_nat_add_iff (0 + 1)).mp h

/-- The tail beyond `L` equals `1 / (3 (L+1)³)` up to a deficit of at most `1 / (6 (L+1)⁵)`. -/
theorem missingEnergy_bracket (L : ℕ) :
    1 / (3 * ((L : ℝ) + 1) ^ 3) - 1 / (6 * ((L : ℝ) + 1) ^ 5) ≤ missingEnergy L ∧
      missingEnergy L ≤ 1 / (3 * ((L : ℝ) + 1) ^ 3) := by
  have hs : Summable (fun k : ℕ => partialWave (k + (L + 1))) :=
    (summable_nat_add_iff (L + 1)).mpr summable_partialWave
  have ht := hs.hasSum.tendsto_sum_nat
  constructor
  · have hx : Tendsto (fun n : ℕ => 1 / ((n : ℝ) + 1)) atTop (𝓝 0) :=
      tendsto_one_div_add_atTop_nhds_zero_nat
    have hl := (tendsto_const_nhds
      (x := 2 / (3 * (((L : ℝ) + 1) * (2 * ((L : ℝ) + 1) ^ 2 + 1))))).sub hx
    rw [sub_zero] at hl
    -- the far end of the telescoped sum vanishes
    have hlow : 2 / (3 * (((L : ℝ) + 1) * (2 * ((L : ℝ) + 1) ^ 2 + 1))) ≤ missingEnergy L := by
      refine le_of_tendsto_of_tendsto' hl ht (fun n => ?_)
      have hend : 2 / (3 * (((L : ℝ) + 1 + n) * (2 * ((L : ℝ) + 1 + n) ^ 2 + 1)))
          ≤ 1 / ((n : ℝ) + 1) := by
        rw [div_le_div_iff₀ (by positivity) (by positivity)]
        have h1 : (0 : ℝ) ≤ L := Nat.cast_nonneg L
        have h2 : (0 : ℝ) ≤ n := Nat.cast_nonneg n
        have h3 : 0 ≤ ((L : ℝ) + 1 + n) ^ 3 := by positivity
        linarith [show 1 * (3 * (((L : ℝ) + 1 + n) * (2 * ((L : ℝ) + 1 + n) ^ 2 + 1)))
          = 6 * ((L : ℝ) + 1 + n) ^ 3 + 3 * ((L : ℝ) + 1 + n) by ring]
      linarith [(partial_sum_bracket L n).1]
    have hN : (0 : ℝ) < (L : ℝ) + 1 := by positivity
    generalize (L : ℝ) + 1 = N at hlow hN ⊢
    have hd : 2 / (3 * (N * (2 * N ^ 2 + 1))) - (1 / (3 * N ^ 3) - 1 / (6 * N ^ 5))
        = 1 / (6 * N ^ 5 * (2 * N ^ 2 + 1)) := by
      field_simp
      ring
    have hp : 0 < 1 / (6 * N ^ 5 * (2 * N ^ 2 + 1)) := by positivity
    linarith
  · exact le_of_tendsto' ht
      (fun n => (partial_sum_bracket L n).2.trans (sub_le_self _ (by positivity)))

/-- The tail differs from `1 / (3 (L+1)³)` by less than order `L⁻⁴`. -/
theorem remainder_tendsto :
    Tendsto (fun L : ℕ => (L : ℝ) ^ 4 * (missingEnergy L - 1 / (3 * ((L : ℝ) + 1) ^ 3)))
      atTop (𝓝 0) := by
  refine squeeze_zero_norm (a := fun L : ℕ => 1 / ((L : ℝ) + 1)) (fun L => ?_)
    tendsto_one_div_add_atTop_nhds_zero_nat
  have hb := missingEnergy_bracket L
  have hq : 0 < 1 / (6 * ((L : ℝ) + 1) ^ 5) := by positivity
  have hδ : |missingEnergy L - 1 / (3 * ((L : ℝ) + 1) ^ 3)| ≤ 1 / (6 * ((L : ℝ) + 1) ^ 5) :=
    abs_le.mpr ⟨by linarith [hb.1], by linarith [hb.2]⟩
  rw [Real.norm_eq_abs, abs_mul, abs_of_nonneg (by positivity : (0 : ℝ) ≤ (L : ℝ) ^ 4)]
  calc (L : ℝ) ^ 4 * |missingEnergy L - 1 / (3 * ((L : ℝ) + 1) ^ 3)|
      ≤ ((L : ℝ) + 1) ^ 4 * (1 / (6 * ((L : ℝ) + 1) ^ 5)) :=
        mul_le_mul (pow_le_pow_left₀ (by positivity) (by linarith) 4) hδ (abs_nonneg _)
          (by positivity)
    _ = 1 / 6 * (1 / ((L : ℝ) + 1)) := by field_simp
    _ ≤ 1 / ((L : ℝ) + 1) := by
        have : 0 < 1 / ((L : ℝ) + 1) := by positivity
        linarith

/-- The tail obeys the cubic law: `L³ T(L)` tends to `1/3`. -/
theorem missingEnergy_cubic_law :
    Tendsto (fun L : ℕ => (L : ℝ) ^ 3 * missingEnergy L) atTop (𝓝 (1 / 3)) := by
  have hx : Tendsto (fun n : ℕ => 1 / ((n : ℝ) + 1)) atTop (𝓝 0) :=
    tendsto_one_div_add_atTop_nhds_zero_nat
  have hi : Tendsto (fun n : ℕ => ((n : ℝ))⁻¹) atTop (𝓝 0) :=
    tendsto_inv_atTop_zero.comp tendsto_natCast_atTop_atTop
  have h := (((tendsto_const_nhds (x := (1 : ℝ))).sub hx).pow 3 |>.div_const 3).add
    (remainder_tendsto.mul hi)
  rw [show ((1 : ℝ) - 0) ^ 3 / 3 + 0 * 0 = 1 / 3 by norm_num] at h
  refine h.congr (fun L => ?_)
  have hN : (L : ℝ) + 1 ≠ 0 := by positivity
  have h1 : 1 - 1 / ((L : ℝ) + 1) = L / ((L : ℝ) + 1) := by
    rw [eq_div_iff hN, sub_mul, div_mul_cancel₀ _ hN]
    ring
  have h2 : ∀ a N : ℝ, (a / N) ^ 3 / 3 = a ^ 3 * (1 / (3 * N ^ 3)) := fun a N => by ring
  have h3 : ∀ a d : ℝ, a ^ 4 * d * a⁻¹ = a ^ 3 * d := fun a d => by
    rcases eq_or_ne a 0 with rfl | ha
    · simp
    · field_simp
  rw [h1, h2, h3]
  ring

/-- After cubic extrapolation from `L` and `2L` the tail leaves a quartic remainder:
`L⁴ (8 T(2L) - T(L)) / 7` tends to `1/14`. -/
theorem extrapolated_tail_quartic :
    Tendsto (fun L : ℕ => (L : ℝ) ^ 4 * cubicExtrapolation (missingEnergy L)
      (missingEnergy (2 * L))) atTop (𝓝 (1 / 14)) := by
  have hx : Tendsto (fun n : ℕ => 1 / ((n : ℝ) + 1)) atTop (𝓝 0) :=
    tendsto_one_div_add_atTop_nhds_zero_nat
  have hc : ContinuousAt
      (fun x : ℝ => (1 - x) ^ 4 * (12 - 6 * x + x ^ 2) / (21 * (2 - x) ^ 3)) 0 :=
    ContinuousAt.div (by fun_prop) (by fun_prop) (by norm_num)
  have hg := hc.tendsto.comp hx
  have h2L : Tendsto (fun L : ℕ => 2 * L) atTop atTop :=
    tendsto_atTop_mono (fun L => show L ≤ 2 * L by omega) tendsto_id
  have h := hg.add ((((remainder_tendsto.comp h2L).div_const 2).sub remainder_tendsto).div_const 7)
  refine (h.mono_right (le_of_eq (congrArg 𝓝 (by norm_num)))).congr (fun L => ?_)
  have hN : (L : ℝ) + 1 ≠ 0 := by positivity
  have hM : 2 * (L : ℝ) + 1 ≠ 0 := by positivity
  have h1 : 1 - 1 / ((L : ℝ) + 1) = L / ((L : ℝ) + 1) := by
    rw [eq_div_iff hN, sub_mul, div_mul_cancel₀ _ hN]
    ring
  have h2 : 2 - 1 / ((L : ℝ) + 1) = (2 * L + 1) / ((L : ℝ) + 1) := by
    rw [eq_div_iff hN, sub_mul, div_mul_cancel₀ _ hN]
    ring
  -- the leading terms combine into a rational function of 1 / (L + 1)
  have hr : (1 - 1 / ((L : ℝ) + 1)) ^ 4 * (12 - 6 * (1 / ((L : ℝ) + 1))
      + (1 / ((L : ℝ) + 1)) ^ 2) / (21 * (2 - 1 / ((L : ℝ) + 1)) ^ 3)
      = (L : ℝ) ^ 4 * (8 * (1 / (3 * (2 * (L : ℝ) + 1) ^ 3))
        - 1 / (3 * ((L : ℝ) + 1) ^ 3)) / 7 := by
    rw [h1, h2]
    field_simp
    ring
  simp only [Function.comp_apply, cubicExtrapolation, Nat.cast_mul, Nat.cast_ofNat]
  rw [hr]
  ring

/-- The basis-set error of the truncated energy is the amplitude times the tail. -/
theorem truncatedEnergy_error (A : ℝ) (L : ℕ) :
    truncatedEnergy A L - completeEnergy A = A * missingEnergy L := by
  have h := summable_partialWave.sum_add_tsum_nat_add (L + 1)
  unfold truncatedEnergy completeEnergy missingEnergy
  rw [← h]
  ring

/-- The truncated energy has basis-set error `A / (3 L³)` to leading order. Cubic extrapolation
from `L` and `2L` removes this term, and `L⁴` times the error left over tends to `A / 14`. -/
theorem extrapolation_removes_cubic_error (A : ℝ) :
    Tendsto (fun L : ℕ => (L : ℝ) ^ 3 * (truncatedEnergy A L - completeEnergy A))
        atTop (𝓝 (A / 3)) ∧
      Tendsto (fun L : ℕ => (L : ℝ) ^ 3 * (cubicExtrapolation (truncatedEnergy A L)
        (truncatedEnergy A (2 * L)) - completeEnergy A)) atTop (𝓝 0) ∧
      Tendsto (fun L : ℕ => (L : ℝ) ^ 4 * (cubicExtrapolation (truncatedEnergy A L)
        (truncatedEnergy A (2 * L)) - completeEnergy A)) atTop (𝓝 (A / 14)) := by
  have hX : ∀ L : ℕ, cubicExtrapolation (truncatedEnergy A L) (truncatedEnergy A (2 * L))
      - completeEnergy A = A * cubicExtrapolation (missingEnergy L) (missingEnergy (2 * L)) := by
    intro L
    unfold cubicExtrapolation
    linear_combination (8 * truncatedEnergy_error A (2 * L) - truncatedEnergy_error A L) / 7
  have h4 : Tendsto (fun L : ℕ => (L : ℝ) ^ 4 * (cubicExtrapolation (truncatedEnergy A L)
      (truncatedEnergy A (2 * L)) - completeEnergy A)) atTop (𝓝 (A / 14)) := by
    have h := extrapolated_tail_quartic.const_mul A
    rw [show A * (1 / 14) = A / 14 by ring] at h
    exact h.congr (fun L => by rw [hX]; ring)
  refine ⟨?_, ?_, h4⟩
  · have h := missingEnergy_cubic_law.const_mul A
    rw [show A * (1 / 3) = A / 3 by ring] at h
    exact h.congr (fun L => by rw [truncatedEnergy_error]; ring)
  · -- one power of L less turns the finite quartic limit into zero
    have hi : Tendsto (fun n : ℕ => ((n : ℝ))⁻¹) atTop (𝓝 0) :=
      tendsto_inv_atTop_zero.comp tendsto_natCast_atTop_atTop
    have h := h4.mul hi
    rw [mul_zero] at h
    refine h.congr (fun L => ?_)
    rcases eq_or_ne (L : ℝ) 0 with h0 | h0
    · simp [h0]
    · field_simp

/-- If `L + 1` is doubled instead of `L`, the error of the cubic extrapolation is at most
`|A| / (42 (L+1)⁵)`. -/
theorem shifted_extrapolation_error (A : ℝ) (L : ℕ) :
    |cubicExtrapolation (truncatedEnergy A L) (truncatedEnergy A (2 * L + 1)) - completeEnergy A|
      ≤ |A| / (42 * ((L : ℝ) + 1) ^ 5) := by
  have hX : cubicExtrapolation (truncatedEnergy A L) (truncatedEnergy A (2 * L + 1))
      - completeEnergy A
      = A * ((8 * missingEnergy (2 * L + 1) - missingEnergy L) / 7) := by
    unfold cubicExtrapolation
    linear_combination (8 * truncatedEnergy_error A (2 * L + 1) - truncatedEnergy_error A L) / 7
  have hb := missingEnergy_bracket L
  have hd := missingEnergy_bracket (2 * L + 1)
  have e3 : ∀ N : ℝ, 1 / (3 * (2 * N) ^ 3) = 1 / (3 * N ^ 3) / 8 := fun N => by ring
  have e5 : ∀ N : ℝ, 1 / (6 * (2 * N) ^ 5) = 1 / (6 * N ^ 5) / 32 := fun N => by ring
  have e7 : ∀ a N : ℝ, a / (42 * N ^ 5) = a * (1 / (6 * N ^ 5) / 7) := fun a N => by ring
  rw [show ((2 * L + 1 : ℕ) : ℝ) + 1 = 2 * ((L : ℝ) + 1) by push_cast; ring, e3, e5] at hd
  have hq : 0 < 1 / (6 * ((L : ℝ) + 1) ^ 5) := by positivity
  rw [hX, abs_mul, e7]
  refine mul_le_mul_of_nonneg_left (abs_le.mpr ⟨?_, ?_⟩) (abs_nonneg A)
  · linarith [hb.2, hd.1]
  · linarith [hb.1, hd.2]

end

end PartialWaveExtrapolation
```

```lean
#print axioms PartialWaveExtrapolation.extrapolation_removes_cubic_error
#print axioms PartialWaveExtrapolation.shifted_extrapolation_error
```

```
'PartialWaveExtrapolation.extrapolation_removes_cubic_error' depends on axioms: [propext, Classical.choice, Quot.sound]
'PartialWaveExtrapolation.shifted_extrapolation_error' depends on axioms: [propext, Classical.choice, Quot.sound]
```

## Three limits and one bound

In the code, `partialWave l` is $(l+\frac12)^{-4}$, without amplitude or sign. The tail `missingEnergy L` is $T(L)$, indexed by $l=k+(L+1)$ with $k\ge0$. `truncatedEnergy A L` is $E(L)$; its `range (L + 1)` runs over $0,\dots,L$. `completeEnergy A` is $E_\infty$, and `summable_partialWave` ensures that the infinite sum in it is a genuine one. `cubicExtrapolation` takes the small-basis energy first.

The theorem `extrapolation_removes_cubic_error` states that, for every real $A$, as $L\to\infty$ through the natural numbers,

$$L^3\bigl(E(L)-E_\infty\bigr)\to\frac A3,\qquad L^3\bigl(X(L)-E_\infty\bigr)\to0,\qquad L^4\bigl(X(L)-E_\infty\bigr)\to\frac A{14}.$$

So the cubic error disappears, and a quartic one remains when $A\neq0$. The theorem `shifted_extrapolation_error` concerns the cutoffs $L$ and $2L+1$, for which $L+1$ doubles. It holds at every $L\ge0$:

$$\left|\frac{8E(2L+1)-E(L)}7-E_\infty\right|\le\frac{|A|}{42(L+1)^5}.$$

## The physics behind the inverse fourth power

The angular-momentum expansion of the second-order correlation energy of an atom converges slowly because products of smooth one-electron functions describe the electron–electron cusp poorly. The inverse fourth power stands for this behaviour: it is the leading large-$l$ form of the second-order partial-wave increments of a natural-parity singlet electron pair in an atom, such as the $1s^2$ pair of helium. The amplitude $A$ measures the strength of that short-range correlation; $A>0$ means that each wave lowers the energy.

The power law is assumed here, not derived from a Hamiltonian, and is taken to hold exactly for every $l$. Each included wave is also taken to be radially complete. The theorems therefore cover only this one-amplitude series. In basis-set extrapolation for electronic structure, real increments contain other powers, and real basis sets have radial errors too.

## Trapping one wave between two differences

Define

$$f(y)=\frac{2}{3y(2y^2+1)},\qquad g(y)=\frac1{3y^3}.$$

For $y\ge1$, `wave_bracket` proves

$$f(y)-f(y+1)\le\frac1{(y+\frac12)^4}\le g(y)-g(y+1).$$

Put $u=(y+\frac12)^2$, so that $y(y+1)=u-\frac14$. The two differences become

$$f(y)-f(y+1)=\frac{4u+1}{4u^3+u^2+\frac74u-\frac9{16}},\qquad
g(y)-g(y+1)=\frac{3u+\frac14}{3(u-\frac14)^3}.$$

After clearing denominators, the lower inequality is $\frac74u\ge\frac9{16}$, which holds because $u\ge\frac94$. The upper one is

$$\frac52u^2-\frac9{16}u+\frac3{64}=\frac52\left(u-\frac9{80}\right)^2+\frac{39}{2560}\ge0.$$

In Lean, `div_le_div_iff₀` clears the denominators, and `nlinarith` receives the bound on $u$ in the first case and this square in the second.

## From one wave to the whole tail

Write $N=L+1$ and add the inequalities for $y=N,N+1,\dots,N+n-1$. The differences telescope:

$$f(N)-f(N+n)\le\sum_{k=0}^{n-1}\frac1{(N+k+\frac12)^4}\le g(N)-g(N+n).$$

This is `partial_sum_bracket`, proved by induction on $n$. Its upper half bounds the partial sums of positive terms, which gives summability. As $n\to\infty$ the far ends vanish, so $f(N)\le T(L)\le g(N)$. Since

$$f(N)-\left(\frac1{3N^3}-\frac1{6N^5}\right)=\frac1{6N^5(2N^2+1)}>0,$$

`missingEnergy_bracket` follows:

$$\frac1{3N^3}-\frac1{6N^5}\le T(L)\le\frac1{3N^3}.$$

## The limits $1/3$ and $1/14$

Let $R(L)=T(L)-1/(3N^3)$. Then $L^4|R(L)|\le N^4/(6N^5)=1/(6N)$, which tends to zero; this is `remainder_tendsto`. With $x=1/N$ we have $L/N=1-x$, hence

$$L^3T(L)=\frac{(1-x)^3}3+L^3R(L)\to\frac13,$$

as `missingEnergy_cubic_law` states.

For the extrapolated tail, $2L+1=N(2-x)$. The leading terms give

$$\frac{L^4}7\left(\frac8{3(2L+1)^3}-\frac1{3N^3}\right)
=\frac{(1-x)^4(12-6x+x^2)}{21(2-x)^3}\to\frac{12}{168}=\frac1{14}.$$

The remainders contribute $\frac17\left(\frac12(2L)^4R(2L)-L^4R(L)\right)\to0$. In `extrapolated_tail_quartic`, continuity of the rational function at $x=0$ supplies its limit, and `hr` is the algebraic identity above.

To return to energies, `truncatedEnergy_error` splits the full series at $L$ and finds $E(L)-E_\infty=A\,T(L)$. The weights $8/7$ and $-1/7$ add to one, so $E_\infty$ drops out and

$$X(L)-E_\infty=A\,\frac{8T(2L)-T(L)}7.$$

Multiplying the tail limits by $A$ gives the first and third limits of the main theorem. The second follows from the third on multiplication by $1/L$.

## Doubling $L+1$

With cutoffs $L$ and $2L+1$, $N$ becomes exactly $2N$, and the terms $8/(3(2N)^3)$ and $1/(3N^3)$ cancel. The bracket leaves $8R(2L+1)$ between $-1/(24N^5)$ and $0$, and $-R(L)$ between $0$ and $1/(6N^5)$. Their sum has magnitude at most $1/(6N^5)$; division by $7$ and multiplication by $|A|$ give the stated bound. The final `linarith` calls combine these same inequalities.

At $L=0$ the two schemes differ sharply. Doubling $L$ returns the same s-only energy, so $X(0)=E(0)$. Doubling $L+1$ combines the s-only energy with the s-and-p energy, and the error is at most $|A|/42$.

The same cancellation works by hand for any integer ratio $m\ge2$: the combination $\bigl(m^3E(mN-1)-E(L)\bigr)/(m^3-1)$ has error at most $|A|/\bigl(6(m^3-1)N^5\bigr)$. The file treats $m=2$.
